# A gauge average over more angles than levels projects a BCS state exactly onto one pair number

With too few gauge angles, a number-projected BCS calculation mixes in wrong pair numbers: the n-pair part picks up contributions from n ± L, n ± 2L and so on, where L is the number of equally spaced angles. For M levels with pair occupation probabilities p_k and w = exp(2πi/L), I believe that L > M angles suffice, in the sense that for 0 ≤ n < L

(1/L) Σ_{j=0}^{L−1} w^(−jn) Π_k (1 − p_k + p_k w^j) = coefficient of x^n in Π_k (1 − p_k + p_k x).

Can this be made rigorous and checked in Lean, including its link to the BCS amplitudes?

## From a geometric sum to the pair-number distribution

Yes. Start with a single power m of the phase, and set q = w^(m−n). Then

(1/L) Σ_j w^(−jn) w^(jm) = (1/L) Σ_j q^j.

If L divides m − n, then q = 1 and the average is 1. Otherwise q ≠ 1 but q^L = 1, so the sum is (q^L − 1)/(q − 1) = 0.

The product Π_k (1 − p_k + p_k x) has degree at most M, so it equals Σ_{m=0}^{M} c_m x^m. Setting x = w^j and averaging term by term gives, for every L ≥ 1,

average = Σ c_m over 0 ≤ m ≤ M with m ≡ n mod L.

If L > M and n < L, both m and n lie below L, so congruence means equality and c_n remains. For n > M no term survives, and c_n = 0 as well. If L = M ≥ 1 and n = 0, both m = 0 and m = M survive, giving Π_k (1 − p_k) + Π_k p_k: the empty and the full configuration are mixed.

In a BCS state, level k is empty with amplitude u_k and holds a pair with amplitude v_k. Now let S be the set of levels holding a pair, |S| its size, and

a(S) = Π_{k∈S} v_k Π_{k∉S} u_k

its BCS amplitude. A gauge rotation by a phase z per pair multiplies a(S) by z^|S|. For L > M and n < L, averaging over z = w^j with the same factors w^(−jn) therefore keeps a(S) if |S| = n and removes it otherwise. If |u_k|² + |v_k|² = 1 and p_k = |v_k|², the overlap with the rotated state is

Σ_S |a(S)|² z^|S| = Π_k (|u_k|² + |v_k|² z) = Π_k (1 − p_k + p_k z).

Its z^n coefficient is the sum of |a(S)|² over |S| = n, the probability of finding n pairs.

## Levels, weights and angles in Lean

The levels form a finite type `ι`, with M = `Fintype.card ι`. The weights `p : ι → ℂ` may be any complex numbers; they become probabilities only in the BCS theorems. `numberPoly p` is the generating polynomial and `gaugeAverage p L n` the discrete average. The main theorem, `gaugeAverage_eq_coeff`, assumes `Fintype.card ι < L` and `n < L`.

`bcsAmp u v S` is a(S). The phase is counted per pair, not per electron. The hypothesis `huv` says that, for each level, the probabilities of being empty and of holding a pair add up to one. The state is represented by its amplitudes; Fock space, unpaired electrons, a Hamiltonian and the gap equation that would fix u_k and v_k do not appear.

For simulations of finite systems, this means that M + 1 angles give the pair-number distribution of such a product state without quadrature error.

Had the average been modelled as an integral over the full circle, the condition on L would disappear, but so would the information on how many angles are enough.

```lean
import Mathlib

open Polynomial ComplexConjugate

namespace BCSNumberProjection

noncomputable section

variable {ι : Type*} [Fintype ι]

/-- The elementary gauge phase `w = exp(2πi/L)`, for `L ≠ 0`. -/
def gaugePhase (L : ℕ) : ℂ := Complex.exp (2 * Real.pi * Complex.I / L)

/-- The generating polynomial `∏ₖ (1 - pₖ + pₖ x)` of the pair number. -/
def numberPoly (p : ι → ℂ) : ℂ[X] := ∏ k, (C (1 - p k) + C (p k) * X)

/-- The average over `L` gauge angles, `(1/L) ∑ⱼ w^(-jn) ∏ₖ (1 - pₖ + pₖ w^j)`, for `L ≠ 0`. -/
def gaugeAverage (p : ι → ℂ) (L n : ℕ) : ℂ :=
  (1 / (L : ℂ)) * ∑ j ∈ Finset.range L,
    gaugePhase L ^ (-((j : ℤ) * n)) * ∏ k, (1 - p k + p k * gaugePhase L ^ j)

/-- Averaged over the `L` gauge angles, the phases of pair numbers `m` and `n` are orthogonal
unless `m` and `n` agree modulo `L`. -/
theorem phase_filter {L : ℕ} (hL : L ≠ 0) (m n : ℕ) :
    (1 / (L : ℂ)) * ∑ j ∈ Finset.range L,
      gaugePhase L ^ (-((j : ℤ) * n)) * (gaugePhase L ^ j) ^ m
      = if n ≡ m [MOD L] then 1 else 0 := by
  have hw : IsPrimitiveRoot (gaugePhase L) L := Complex.isPrimitiveRoot_exp L hL
  have h0 : gaugePhase L ≠ 0 := Complex.exp_ne_zero _
  have hL' : (L : ℂ) ≠ 0 := Nat.cast_ne_zero.mpr hL
  -- each term is a power of the single phase `w^(m-n)`
  have hterm : ∀ j : ℕ, gaugePhase L ^ (-((j : ℤ) * n)) * (gaugePhase L ^ j) ^ m
      = (gaugePhase L ^ ((m : ℤ) - n)) ^ j := by
    intro j
    rw [← pow_mul, ← zpow_natCast (gaugePhase L) (j * m), ← zpow_add₀ h0,
      ← zpow_natCast (gaugePhase L ^ ((m : ℤ) - n)) j, ← zpow_mul]
    congr 1
    push_cast
    ring
  rw [Finset.sum_congr rfl (fun j _ => hterm j)]
  by_cases h : n ≡ m [MOD L]
  · have h1 : gaugePhase L ^ ((m : ℤ) - n) = 1 :=
      (hw.zpow_eq_one_iff_dvd _).mpr (Nat.modEq_iff_dvd.mp h)
    rw [if_pos h, h1]
    simp [hL']
  · have h1 : gaugePhase L ^ ((m : ℤ) - n) ≠ 1 := fun e =>
      h (Nat.modEq_iff_dvd.mpr ((hw.zpow_eq_one_iff_dvd _).mp e))
    have h2 : (gaugePhase L ^ ((m : ℤ) - n)) ^ L = 1 := by
      rw [← zpow_natCast, ← zpow_mul, mul_comm, zpow_mul, zpow_natCast, hw.pow_eq_one,
        one_zpow]
    rw [if_neg h, geom_sum_eq h1, h2]
    simp

/-- The degree of the generating polynomial is at most the number of levels. -/
theorem numberPoly_natDegree_le (p : ι → ℂ) :
    (numberPoly p).natDegree ≤ Fintype.card ι := by
  have h1 : ∀ k ∈ Finset.univ, (C (1 - p k) + C (p k) * X).natDegree ≤ 1 := by
    intro k _
    compute_degree
  refine (Polynomial.natDegree_prod_le _ _).trans ((Finset.sum_le_sum h1).trans ?_)
  simp

/-- Aliasing: the average over `L` gauge angles is the sum of all coefficients whose pair number
agrees with `n` modulo `L`. -/
theorem gaugeAverage_aliasing (p : ι → ℂ) {L : ℕ} (hL : L ≠ 0) (n : ℕ) :
    gaugeAverage p L n = ∑ m ∈ Finset.range (Fintype.card ι + 1) with n ≡ m [MOD L],
      (numberPoly p).coeff m := by
  have hdeg : (numberPoly p).natDegree < Fintype.card ι + 1 := by
    have := numberPoly_natDegree_le p
    omega
  -- expand the product in powers of the gauge phase
  have hprod : ∀ j : ℕ, ∏ k, (1 - p k + p k * gaugePhase L ^ j)
      = ∑ m ∈ Finset.range (Fintype.card ι + 1),
        (numberPoly p).coeff m * (gaugePhase L ^ j) ^ m := by
    intro j
    rw [← Polynomial.eval_eq_sum_range' hdeg]
    simp [numberPoly, Polynomial.eval_prod]
  unfold gaugeAverage
  simp only [hprod, Finset.mul_sum]
  rw [Finset.sum_comm, Finset.sum_filter]
  refine Finset.sum_congr rfl fun m _ => ?_
  have h := congrArg (fun z => (numberPoly p).coeff m * z) (phase_filter hL m n)
  simp only [Finset.mul_sum, mul_ite, mul_one, mul_zero] at h
  rw [← h]
  refine Finset.sum_congr rfl fun j _ => ?_
  ring

/-- Number projection: with more gauge angles than levels and `n < L`, the gauge average is the
`x^n` coefficient of `∏ₖ (1 - pₖ + pₖ x)`. -/
theorem gaugeAverage_eq_coeff (p : ι → ℂ) {L n : ℕ} (hL : Fintype.card ι < L) (hn : n < L) :
    gaugeAverage p L n = (numberPoly p).coeff n := by
  rw [gaugeAverage_aliasing p (by omega) n, Finset.sum_filter]
  -- below `L`, congruent pair numbers are equal
  have h : ∀ m ∈ Finset.range (Fintype.card ι + 1),
      (if n ≡ m [MOD L] then (numberPoly p).coeff m else 0)
        = if n = m then (numberPoly p).coeff m else 0 := by
    intro m hm
    have hm' : m < L := by
      have := Finset.mem_range.mp hm
      omega
    by_cases e : n = m
    · subst e
      rw [if_pos (Nat.ModEq.refl _), if_pos rfl]
    · rw [if_neg (fun c => e (Nat.ModEq.eq_of_lt_of_lt c hn hm')), if_neg e]
  rw [Finset.sum_congr rfl h, Finset.sum_ite_eq]
  split_ifs with hmem
  · rfl
  · have := numberPoly_natDegree_le p
    rw [Finset.mem_range] at hmem
    exact (Polynomial.coeff_eq_zero_of_natDegree_lt (by omega)).symm

variable [DecidableEq ι]

/-- The BCS amplitude of the configuration in which exactly the levels in `S` hold a pair. -/
def bcsAmp (u v : ι → ℂ) (S : Finset ι) : ℂ := (∏ k ∈ S, v k) * ∏ k ∈ Sᶜ, u k

/-- The `x^n` coefficient is the total weight of all configurations with `n` occupied levels. -/
theorem numberPoly_coeff (p : ι → ℂ) (n : ℕ) :
    (numberPoly p).coeff n = ∑ S ∈ Finset.powersetCard n Finset.univ,
      (∏ k ∈ S, p k) * ∏ k ∈ Sᶜ, (1 - p k) := by
  have h : numberPoly p = ∑ S : Finset ι,
      C ((∏ k ∈ S, p k) * ∏ k ∈ Sᶜ, (1 - p k)) * X ^ S.card := by
    unfold numberPoly
    rw [Finset.prod_congr rfl (fun k _ => add_comm (C (1 - p k)) (C (p k) * X)),
      Finset.prod_add, Finset.powerset_univ]
    refine Finset.sum_congr rfl fun S _ => ?_
    rw [← Finset.compl_eq_univ_sdiff]
    simp only [Finset.prod_mul_distrib, Finset.prod_const, map_mul, map_prod]
    ring
  rw [h, Polynomial.finsetSum_coeff]
  simp only [Polynomial.coeff_C_mul_X_pow]
  rw [← Finset.sum_filter]
  refine Finset.sum_congr ?_ (fun _ _ => rfl)
  ext S
  simp only [Finset.mem_filter, Finset.mem_univ, true_and, Finset.mem_powersetCard,
    Finset.subset_univ]
  exact eq_comm

/-- With only as many gauge angles as levels, the average for `n = 0` is the weight of the empty
configuration plus that of the completely filled one. -/
theorem gaugeAverage_card_levels [Nonempty ι] (p : ι → ℂ) :
    gaugeAverage p (Fintype.card ι) 0 = ∏ k, (1 - p k) + ∏ k, p k := by
  have hpos : 0 < Fintype.card ι := Fintype.card_pos
  have h0 : (numberPoly p).coeff 0 = ∏ k, (1 - p k) := by
    rw [numberPoly_coeff, Finset.powersetCard_zero]
    simp
  have hM : (numberPoly p).coeff (Fintype.card ι) = ∏ k, p k := by
    rw [numberPoly_coeff, ← Finset.card_univ, Finset.powersetCard_self]
    simp
  rw [gaugeAverage_aliasing p hpos.ne' 0, Finset.sum_filter, Finset.sum_range_succ,
    if_pos (by simp [Nat.ModEq]), hM, Finset.sum_eq_single 0]
  · rw [if_pos (Nat.ModEq.refl _), h0]
  · intro m hm hm0
    exact if_neg fun e =>
      hm0 (Nat.ModEq.eq_of_lt_of_lt e hpos (Finset.mem_range.mp hm)).symm
  · intro h
    exact absurd (Finset.mem_range.mpr hpos) h

/-- With more gauge angles than levels and `n < L`, averaging the gauge-rotated BCS amplitudes with
the factors `w^(-jn)` keeps the configurations with `n` pairs unchanged and removes all others. -/
theorem bcs_state_projection (u v : ι → ℂ) {L n : ℕ} (hL : Fintype.card ι < L) (hn : n < L)
    (S : Finset ι) :
    (1 / (L : ℂ)) * ∑ j ∈ Finset.range L, gaugePhase L ^ (-((j : ℤ) * n)) *
      ((gaugePhase L ^ j) ^ S.card * bcsAmp u v S)
      = if S.card = n then bcsAmp u v S else 0 := by
  have hS : S.card < L := (Finset.card_le_univ S).trans_lt hL
  simp only [← mul_assoc, ← Finset.sum_mul]
  rw [phase_filter (by omega) S.card n]
  by_cases hc : S.card = n
  · rw [if_pos hc, if_pos (by rw [hc]), one_mul]
  · rw [if_neg hc, if_neg (fun e => hc (Nat.ModEq.eq_of_lt_of_lt e hn hS).symm), zero_mul]

/-- The overlap of a normalised BCS state with its copy rotated by `z` per pair is
`∏ₖ (1 - pₖ + pₖ z)` with `pₖ = |vₖ|²`. -/
theorem bcs_gauge_overlap (u v : ι → ℂ) (huv : ∀ k, ‖u k‖ ^ 2 + ‖v k‖ ^ 2 = 1) (z : ℂ) :
    ∑ S : Finset ι, conj (bcsAmp u v S) * (z ^ S.card * bcsAmp u v S)
      = ∏ k, (1 - (‖v k‖ : ℂ) ^ 2 + (‖v k‖ : ℂ) ^ 2 * z) := by
  have hf : ∀ k, 1 - (‖v k‖ : ℂ) ^ 2 + (‖v k‖ : ℂ) ^ 2 * z
      = conj (v k) * v k * z + conj (u k) * u k := by
    intro k
    have h : (‖u k‖ : ℂ) ^ 2 + (‖v k‖ : ℂ) ^ 2 = 1 := by exact_mod_cast huv k
    rw [Complex.conj_mul', Complex.conj_mul']
    linear_combination (-1 : ℂ) * h
  rw [Finset.prod_congr rfl (fun k _ => hf k), Finset.prod_add, Finset.powerset_univ]
  refine Finset.sum_congr rfl fun S _ => ?_
  rw [← Finset.compl_eq_univ_sdiff]
  simp only [bcsAmp, map_mul, map_prod, Finset.prod_mul_distrib, Finset.prod_const]
  ring

/-- For a normalised BCS state, more gauge angles than levels and `n < L`, the gauge average with
`pₖ = |vₖ|²` is the probability of finding exactly `n` pairs. -/
theorem bcs_pair_number_probability (u v : ι → ℂ) (huv : ∀ k, ‖u k‖ ^ 2 + ‖v k‖ ^ 2 = 1)
    {L n : ℕ} (hL : Fintype.card ι < L) (hn : n < L) :
    gaugeAverage (fun k => (‖v k‖ : ℂ) ^ 2) L n
      = ∑ S ∈ Finset.powersetCard n Finset.univ, (‖bcsAmp u v S‖ : ℂ) ^ 2 := by
  have hu : ∀ k, 1 - (‖v k‖ : ℂ) ^ 2 = (‖u k‖ : ℂ) ^ 2 := by
    intro k
    have h : (‖u k‖ : ℂ) ^ 2 + (‖v k‖ : ℂ) ^ 2 = 1 := by exact_mod_cast huv k
    linear_combination (-1 : ℂ) * h
  rw [gaugeAverage_eq_coeff _ hL hn, numberPoly_coeff]
  refine Finset.sum_congr rfl fun S _ => ?_
  simp only [hu, bcsAmp, norm_mul, norm_prod, Complex.ofReal_mul, Complex.ofReal_prod,
    mul_pow, Finset.prod_pow]

end

end BCSNumberProjection
```

```lean
#print axioms BCSNumberProjection.gaugeAverage_card_levels
#print axioms BCSNumberProjection.bcs_state_projection
#print axioms BCSNumberProjection.bcs_gauge_overlap
#print axioms BCSNumberProjection.bcs_pair_number_probability
```

```
'BCSNumberProjection.gaugeAverage_card_levels' depends on axioms: [propext, Classical.choice, Quot.sound]
'BCSNumberProjection.bcs_state_projection' depends on axioms: [propext, Classical.choice, Quot.sound]
'BCSNumberProjection.bcs_gauge_overlap' depends on axioms: [propext, Classical.choice, Quot.sound]
'BCSNumberProjection.bcs_pair_number_probability' depends on axioms: [propext, Classical.choice, Quot.sound]
```

## How the proof follows the calculation

`phase_filter` is the geometric sum: `hterm` collects each term into q^j, and the case split uses that w is a primitive L-th root of unity. `numberPoly_natDegree_le` bounds the degree. `gaugeAverage_aliasing` expands the product, exchanges the two sums and applies the filter. `gaugeAverage_eq_coeff` then turns congruence below L into equality; its last case is n > M.

`numberPoly_coeff` expands the product over subsets with `Finset.prod_add`, and `gaugeAverage_card_levels` uses it to identify the two surviving coefficients at L = M. `bcs_state_projection` applies `phase_filter` to one amplitude at a time. `bcs_gauge_overlap` repeats the subset expansion with |u_k|² and |v_k|² z. Finally, `bcs_pair_number_probability` combines the main theorem with `numberPoly_coeff` and replaces 1 − |v_k|² by |u_k|².
